# Positive semidefinite correlations can undercut the ground-state energy of every odd antiferromagnetic Ising ring with at least three sites

Can a positive semidefinite matrix with unit diagonal, read as a matrix of pair correlations, give an antiferromagnetic Ising ring an energy that no spins can reach? To compare such a matrix with real spins, the energy is defined here as a function of a matrix, not of a spin configuration.

Nothing is lost by this. On a ring of $n$ sites with spins $s_i=\pm1$ and unit coupling, the average energy is a sum of pair correlations $C_{ij}=\langle s_i s_j\rangle$ over neighbouring sites:

$$E[C]=\sum_i C_{i,i+1}.$$

True correlations satisfy $C_{ii}=1$, because $s_i^2=1$. They also form a positive semidefinite matrix, because $\sum_{ij}x_iC_{ij}x_j=\langle(\sum_i x_is_i)^2\rangle\ge0$ for all real $x_i$. For odd $n\ge3$ these two conditions are not sufficient, and one explicit matrix shows it.

Variational calculations with two-particle reduced density matrices face the same kind of problem, since tractable positivity conditions there are in general necessary but not sufficient. The example here is a finite classical ring with one positivity condition, and it does not assess the stronger sets of conditions used for electrons.

## The ring, its energy and its ensembles

```lean
import Mathlib

open scoped Real

namespace FrustratedRingCovariance

noncomputable section

/-- The next site on a ring of `n` sites; the last site is followed by the first. -/
def next {n : ℕ} (i : Fin n) : Fin n :=
  ⟨(i.val + 1) % n, Nat.mod_lt _ (by have := i.isLt; omega)⟩
```

`Fin n` is the type of site labels $0,1,\dots,n-1$. The function `next` sends $i$ to $i+1$ modulo $n$, so site $n-1$ is followed by site $0$. The rest of the definition shows that the remainder is again a valid label.

```lean
/-- The sum of the nearest-neighbour entries of a matrix around the ring: the Ising energy
with unit antiferromagnetic coupling, as a functional of the pair correlations. -/
def ringSum {n : ℕ} (C : Matrix (Fin n) (Fin n) ℝ) : ℝ := ∑ i, C i (next i)
```

This is $E[C]$, with $i+1$ read cyclically. It accepts any real $n\times n$ matrix, whether or not spins could produce it. The coupling is one and there is no external field.

```lean
/-- The trial covariance matrix `cos (π (n - 1) (i - j) / n)` on a ring of `n ≥ 1` sites. -/
def trialCov (n : ℕ) : Matrix (Fin n) (Fin n) ℝ :=
  Matrix.of fun i j => Real.cos (π * ((n : ℝ) - 1) * (((i : ℕ) : ℝ) - ((j : ℕ) : ℝ)) / (n : ℝ))
```

The trial matrix is

$$C_{ij}=\cos\frac{\pi(n-1)(i-j)}{n}.$$

The labels are converted to real numbers before they are subtracted, so $i-j$ may be negative. The code calls this a covariance. Strictly, the covariance of two spins is $\langle s_is_j\rangle-\langle s_i\rangle\langle s_j\rangle$, which reduces to $\langle s_is_j\rangle$ when the mean spins vanish; no mean is subtracted anywhere in the file.

```lean
/-- The value `+1` or `-1` of the spin at site `i`, as a real number. -/
def spin {n : ℕ} (s : Fin n → ℤˣ) (i : Fin n) : ℝ := ((s i : ℤ) : ℝ)
```

A configuration is a function `s : Fin n → ℤˣ`. The type `ℤˣ` contains the integers with an integer inverse, which are exactly $1$ and $-1$. The function `spin` turns such a value into a real number.

```lean
/-- The pair correlations `⟨s_i s_j⟩` of an ensemble that gives configuration `s` the
weight `p s`. -/
def correlation {n : ℕ} (p : (Fin n → ℤˣ) → ℝ) : Matrix (Fin n) (Fin n) ℝ :=
  Matrix.of fun i j => ∑ s, p s * (spin s i * spin s j)
```

An ensemble assigns a weight $p(s)$ to each of the $2^n$ configurations, and its correlations are $\sum_s p(s)\,s_is_j$. The definition allows any real weights. The conditions $p(s)\ge0$ and $\sum_s p(s)=1$ enter as hypotheses of the theorems, which therefore apply to thermal ensembles and to any other probability distribution.

For quantum spins measured along $z$, one would take $p(s)$ to be the Born probability of the outcome $s$. The theorems then concern only the correlations of the $z$ components, and this identification is made outside the code.

## The trial matrix as scalar products in a plane

```lean
/-- The trial covariance is positive semidefinite. -/
theorem trialCov_posSemidef (n : ℕ) : (trialCov n).PosSemidef := by
  -- the columns of `A` are unit vectors in the plane, and the trial matrix is their Gram matrix
  let θ : Fin n → ℝ := fun i => π * ((n : ℝ) - 1) * ((i : ℕ) : ℝ) / (n : ℝ)
  let A : Matrix (Fin 2) (Fin n) ℝ :=
    Matrix.of ![fun i => Real.cos (θ i), fun i => Real.sin (θ i)]
  have hA : trialCov n = A.conjTranspose * A := by
    ext i j
    have hθ : π * ((n : ℝ) - 1) * (((i : ℕ) : ℝ) - ((j : ℕ) : ℝ)) / (n : ℝ) = θ i - θ j := by
      simp only [θ]
      ring
    simp only [trialCov, Matrix.of_apply]
    rw [hθ, Real.cos_sub]
    simp [A, Matrix.mul_apply, Fin.sum_univ_two]
  rw [hA]
  exact Matrix.posSemidef_conjTranspose_mul_self A
```

In a Lean theorem, the claim stands after the colon and the proof after `:=`. Here the claim is that the trial matrix is symmetric with a nonnegative quadratic form, for every $n$.

By hand, set $\theta_i=\pi(n-1)i/n$ and $v_i=(\cos\theta_i,\sin\theta_i)$. Then

$$C_{ij}=\cos(\theta_i-\theta_j)=\cos\theta_i\cos\theta_j+\sin\theta_i\sin\theta_j=v_i\cdot v_j,$$

and hence

$$\sum_{ij}x_iC_{ij}x_j=\Big|\sum_i x_iv_i\Big|^2\ge0.$$

The Lean proof collects the vectors $v_i$ as the columns of a $2\times n$ matrix `A`. The statement `hA` is $C=A^{T}A$, proved entry by entry with the cosine subtraction formula `Real.cos_sub`. The last line applies the library theorem that every product of this form is positive semidefinite.

```lean
/-- On a ring with an odd number of sites, every nearest-neighbour entry of the trial
covariance equals `-cos (π / n)`, including the bond that closes the ring. -/
theorem trialCov_bond {n : ℕ} (hn : Odd n) (i : Fin n) :
    trialCov n i (next i) = -Real.cos (π / (n : ℝ)) := by
  obtain ⟨m, rfl⟩ := hn
  have h0 : ((2 * m + 1 : ℕ) : ℝ) ≠ 0 := by positivity
  change Real.cos (π * (((2 * m + 1 : ℕ) : ℝ) - 1) *
    (((i : ℕ) : ℝ) - ((next i : ℕ) : ℝ)) / ((2 * m + 1 : ℕ) : ℝ)) = _
  rcases Nat.lt_or_ge (i.val + 1) (2 * m + 1) with h | h
  · -- an interior bond
    have e : (next i : ℕ) = i.val + 1 := Nat.mod_eq_of_lt h
    have angle : π * (((2 * m + 1 : ℕ) : ℝ) - 1) *
        (((i : ℕ) : ℝ) - ((i.val + 1 : ℕ) : ℝ)) / ((2 * m + 1 : ℕ) : ℝ)
        = π / ((2 * m + 1 : ℕ) : ℝ) - π := by
      rw [div_eq_iff h0, sub_mul, div_mul_cancel₀ _ h0]
      push_cast
      ring
    rw [e, angle, Real.cos_sub_pi]
  · -- the closing bond: the angle agrees up to `m` full turns
    have hi : i.val = 2 * m := by have := i.isLt; omega
    have e : (next i : ℕ) = 0 := by
      change (i.val + 1) % (2 * m + 1) = 0
      rw [hi]
      exact Nat.mod_self _
    have angle : π * (((2 * m + 1 : ℕ) : ℝ) - 1) *
        (((2 * m : ℕ) : ℝ) - ((0 : ℕ) : ℝ)) / ((2 * m + 1 : ℕ) : ℝ)
        = π / ((2 * m + 1 : ℕ) : ℝ) - π + (m : ℝ) * (2 * π) := by
      rw [div_eq_iff h0, add_mul, sub_mul, div_mul_cancel₀ _ h0]
      push_cast
      ring
    rw [e, hi, angle, Real.cos_add_nat_mul_two_pi, Real.cos_sub_pi]
```

For odd $n$, every bond of the trial matrix has the value $-\cos(\pi/n)$. For an interior bond, $i-j=-1$, and the angle is

$$-\frac{\pi(n-1)}{n}=\frac{\pi}{n}-\pi,$$

whose cosine is $-\cos(\pi/n)$. For the closing bond, $i=n-1$ and $j=0$. Writing $n=2m+1$ gives

$$\frac{\pi(n-1)^2}{n}=\frac{\pi}{n}-\pi+\pi(n-1)=\frac{\pi}{n}-\pi+2\pi m.$$

The additional $m$ full turns leave the cosine unchanged. For even $n\ge4$ the additional angle $\pi(n-1)$ would be an odd multiple of $\pi$, and the closing bond would have the opposite sign.

The proof makes the same division: `rcases` separates the interior bonds from the closing one, and each statement named `angle` is one of the two identities above.

## Frustration bounds every ensemble

```lean
/-- Frustration: on a ring with an odd number of sites, every spin configuration has a site whose
spin equals that of the next site (for `n = 1`, the next site is the site itself). -/
theorem exists_equal_neighbours {n : ℕ} (hn : Odd n) (s : Fin n → ℤˣ) :
    ∃ i, s (next i) = s i := by
  by_contra hcon
  have flip : ∀ i, s (next i) = -s i := fun i =>
    (by decide : ∀ a b : ℤˣ, a ≠ b → a = -b) _ _ fun h => hcon ⟨i, h⟩
  obtain ⟨m, rfl⟩ := hn
  -- the spins alternate along the ring
  have chain : ∀ (k : ℕ) (hk : k < 2 * m + 1),
      s ⟨k, hk⟩ = (-1) ^ k * s ⟨0, by omega⟩ := by
    intro k
    induction k with
    | zero => intro hk; simp
    | succ k ih =>
      intro hk
      have e : next (⟨k, by omega⟩ : Fin (2 * m + 1)) = ⟨k + 1, hk⟩ :=
        Fin.ext (Nat.mod_eq_of_lt hk)
      rw [← e, flip, ih (by omega), pow_succ]
      simp
  -- closing the ring makes the first spin its own negative
  have e : next (⟨2 * m, by omega⟩ : Fin (2 * m + 1)) = ⟨0, by omega⟩ :=
    Fin.ext (Nat.mod_self _)
  have h := flip ⟨2 * m, by omega⟩
  rw [e, chain (2 * m) (by omega), pow_mul, neg_one_sq, one_pow, one_mul] at h
  exact (by decide : ∀ a : ℤˣ, a ≠ -a) _ h
```

The symbol `∃ i` means "there is a site $i$". On an odd ring, some spin equals its successor.

Suppose that no spin does. Then $s_{i+1}=-s_i$ at every site, and so $s_k=(-1)^ks_0$ along the ring. With $n=2m+1$, the last spin is $s_{2m}=s_0$. The closing bond demands $s_0=-s_{2m}=-s_0$, which is impossible for $\pm1$.

In Lean, `by_contra` introduces the supposition, `flip` is the sign change on each bond, and `chain` is the alternation, proved by induction on $k$. The tactic `decide` settles statements about one or two spins by checking all their values.

```lean
/-- For odd `n`, the correlations of every ensemble of spin configurations, with nonnegative
weights of sum one, have a ring sum of at least `-(n - 2)`. -/
theorem ensemble_bound {n : ℕ} (hn : Odd n) (p : (Fin n → ℤˣ) → ℝ)
    (hp : ∀ s, 0 ≤ p s) (h1 : ∑ s, p s = 1) :
    -((n : ℝ) - 2) ≤ ringSum (correlation p) := by
  have pure : ∀ s : Fin n → ℤˣ, -((n : ℝ) - 2) ≤ ∑ i, spin s i * spin s (next i) := by
    intro s
    obtain ⟨k, hk⟩ := exists_equal_neighbours hn s
    have hb : ∀ i, 0 ≤ spin s i * spin s (next i) + 1 := by
      intro i
      rcases Int.units_eq_one_or (s i) with a | a <;>
        rcases Int.units_eq_one_or (s (next i)) with b | b <;>
        norm_num [spin, a, b]
    have hk1 : spin s k * spin s (next k) = 1 := by
      rcases Int.units_eq_one_or (s k) with a | a <;> norm_num [spin, hk, a]
    -- one bond contributes `+1`, all others at least `-1`
    have h := Finset.single_le_sum (f := fun i => spin s i * spin s (next i) + 1)
      (fun i _ => hb i) (Finset.mem_univ k)
    simp only [Finset.sum_add_distrib, Finset.sum_const, Finset.card_univ, Fintype.card_fin,
      nsmul_eq_mul, mul_one, hk1] at h
    linarith
  calc -((n : ℝ) - 2) = ∑ s, p s * (-((n : ℝ) - 2)) := by
        rw [← Finset.sum_mul, h1, one_mul]
    _ ≤ ∑ s, p s * ∑ i, spin s i * spin s (next i) :=
        Finset.sum_le_sum fun s _ => mul_le_mul_of_nonneg_left (pure s) (hp s)
    _ = ringSum (correlation p) := by
        simp only [ringSum, correlation, Matrix.of_apply, Finset.mul_sum]
        exact Finset.sum_comm
```

The hypotheses `hp` and `h1` say that the weights are nonnegative and have sum one. The conclusion is $E\ge-(n-2)$ for the correlations of the ensemble.

Take a single configuration first. Each quantity $s_is_{i+1}+1$ is $0$ or $2$, and the bond between equal spins contributes $2$. Therefore

$$\sum_i(s_is_{i+1}+1)\ge2,\qquad\text{so}\qquad \sum_i s_is_{i+1}\ge-(n-2).$$

Averaging preserves the bound:

$$\sum_s p(s)\sum_i s_is_{i+1}\ge-(n-2)\sum_s p(s)=-(n-2).$$

The local statement `pure` is the bound for one configuration. It uses `Finset.single_le_sum`, by which one term of a sum of nonnegative terms is at most the whole sum. The `calc` block is the averaging, and `Finset.sum_comm` exchanges the sums over configurations and sites to recover $E[C]$.

The theorem gives a lower bound. For odd $n$ the bound is also reached: the configuration $s_i=(-1)^i$ has $n-1$ bonds equal to $-1$ and a closing bond equal to $+1$, with total $-(n-2)$.

## The gap between the trial energy and the spin bound

```lean
/-- For odd `n`, the ring sum of the trial covariance is `-n cos (π / n)`, and it is at most
`-(n - 2) - (2 - π² / (2 n))`. -/
theorem trialCov_ringSum {n : ℕ} (hn : Odd n) :
    ringSum (trialCov n) = -((n : ℝ) * Real.cos (π / n)) ∧
      ringSum (trialCov n) ≤ -((n : ℝ) - 2) - (2 - π ^ 2 / (2 * n)) := by
  have hs : ringSum (trialCov n) = -((n : ℝ) * Real.cos (π / n)) := by
    simp [ringSum, trialCov_bond hn]
  refine ⟨hs, ?_⟩
  have hpos : (0 : ℝ) < n := by exact_mod_cast hn.pos
  have hi : (n : ℝ) * (n : ℝ)⁻¹ = 1 := mul_inv_cancel₀ hpos.ne'
  -- the quadratic lower bound on the cosine
  have hc := mul_le_mul_of_nonneg_left
    (Real.one_sub_sq_div_two_le_cos (x := π / (n : ℝ))) hpos.le
  have e : (n : ℝ) * (1 - (π / n) ^ 2 / 2) = n - π ^ 2 / (2 * n) := by
    linear_combination (-(π ^ 2 * (n : ℝ)⁻¹ / 2)) * hi
  rw [hs]
  linarith
```

The symbol `∧` joins two claims. The first is $E[C]=-n\cos(\pi/n)$, which is $n$ times the bond value. The second follows from $\cos x\ge1-x^2/2$ at $x=\pi/n$:

$$-n\cos\frac{\pi}{n}\le-n+\frac{\pi^2}{2n}=-(n-2)-\Big(2-\frac{\pi^2}{2n}\Big).$$

In the proof, `hs` is the first claim, `hc` is the cosine inequality multiplied by $n$, and `e` is the algebra that simplifies it. At $n=1$ the last bracket is negative, so the inequality is true there but shows no gap.

```lean
/-- For odd `n ≥ 3`, the trial covariance is positive semidefinite with unit diagonal, and its
ring sum `-n cos (π / n)` is strictly below `-(n - 2)`, whereas no ensemble of spin
configurations has a ring sum below `-(n - 2)`. -/
theorem covariance_positivity_underestimates {n : ℕ} (hn : Odd n) (h3 : 3 ≤ n) :
    (trialCov n).PosSemidef ∧ (∀ i, trialCov n i i = 1) ∧
      ringSum (trialCov n) = -((n : ℝ) * Real.cos (π / n)) ∧
      ringSum (trialCov n) < -((n : ℝ) - 2) ∧
      ∀ p : (Fin n → ℤˣ) → ℝ, (∀ s, 0 ≤ p s) → ∑ s, p s = 1 →
        -((n : ℝ) - 2) ≤ ringSum (correlation p) := by
  obtain ⟨hs, hgap⟩ := trialCov_ringSum hn
  refine ⟨trialCov_posSemidef n, fun i => by simp [trialCov], hs, ?_, ensemble_bound hn⟩
  have h3' : (3 : ℝ) ≤ n := by exact_mod_cast h3
  have hpi : π ^ 2 < 12 := by nlinarith [Real.pi_lt_d2, Real.pi_pos]
  have hlt : π ^ 2 / (2 * (n : ℝ)) < 2 := by
    rw [div_lt_iff₀ (by linarith)]
    linarith
  linarith
```

This theorem collects the comparison for odd $n\ge3$. The trial matrix is positive semidefinite, has unit diagonal, and has energy $-n\cos(\pi/n)<-(n-2)$. The final clause, starting with `∀ p`, says that every ensemble has energy at least $-(n-2)$.

The strict inequality needs a short new argument. Since $\pi<3.15$, we have $\pi^2<12\le4n$, so $\pi^2/(2n)<2$ and the gap is positive. These are the steps `hpi` and `hlt`. The unit diagonal is $\cos 0=1$, which `simp` proves from the definition, and the remaining parts come from the earlier theorems.

For three sites the trial energy is $-3/2$ and the spin bound is $-1$. The gap is $1/2$, compared with the guaranteed $2-\pi^2/6\approx0.36$.

```lean
/-- For odd `n ≥ 3`, the trial covariance is not the correlation matrix of any ensemble of
spin configurations with nonnegative weights of sum one. -/
theorem trialCov_not_representable {n : ℕ} (hn : Odd n) (h3 : 3 ≤ n)
    (p : (Fin n → ℤˣ) → ℝ) (hp : ∀ s, 0 ≤ p s) (h1 : ∑ s, p s = 1) :
    correlation p ≠ trialCov n := by
  intro h
  obtain ⟨-, -, -, hlt, hbound⟩ := covariance_positivity_underestimates hn h3
  have hb := hbound p hp h1
  rw [h] at hb
  linarith

end

end FrustratedRingCovariance
```

For odd $n\ge3$, no ensemble has the trial matrix as its correlation matrix. If one did, its energy would be at least $-(n-2)$ by the ensemble bound and strictly below $-(n-2)$ by the gap.

Lean treats `≠` as "equality leads to a contradiction". Accordingly, `intro h` assumes the equality, `rw [h]` inserts the trial matrix into the ensemble bound, and `linarith` finds the two inequalities incompatible.

## Minimising over correlations on three sites

In a calculation that varies the correlations directly, the unknowns for $n=3$ are $C_{01}$, $C_{12}$ and $C_{20}$. A semidefinite program minimises their sum subject to unit diagonal and positivity. Testing positivity with the vector $(1,1,1)$ gives

$$3+2(C_{01}+C_{12}+C_{20})\ge0,$$

so the minimum cannot lie below $-3/2$. The trial matrix, with all three correlations equal to $-1/2$, reaches this value.

The ensemble bound supplies a further linear constraint, $C_{01}+C_{12}+C_{20}\ge-1$. Adding it to the program excludes the trial matrix and raises the minimum to the true value $-1$. One minimiser then has all three correlations equal to $-1/3$, as produced by equal weights on the six configurations in which the spins are not all equal.

```lean
#print axioms FrustratedRingCovariance.covariance_positivity_underestimates
#print axioms FrustratedRingCovariance.trialCov_not_representable
```

```
'FrustratedRingCovariance.covariance_positivity_underestimates' depends on axioms: [propext, Classical.choice, Quot.sound]
'FrustratedRingCovariance.trialCov_not_representable' depends on axioms: [propext, Classical.choice, Quot.sound]
```
